# In an infinite chain with doubly occupied Bloch orbitals, the squared bond orders from one site sum to twice its electron number

The sites of an infinite chain are numbered by the integers, and the Bloch orbitals with wavenumbers from −kF to kF are doubly occupied, where 0 ≤ kF ≤ π. The bond order at distance d is defined as 1/π times the integral of cos(kd) over these wavenumbers; at d = 0 it is the number of electrons per site, 2kF/π. `hasSum_bondOrder_sq` states that the squares of the bond orders, summed over all integers d including zero, converge to twice this number, 4kF/π. The attempt takes the sum over the sites on the right from the series of sin²(kF n)/n², proved just before, carries it to the left by symmetry, and adds the term of the site itself.

An attempt in Lean 4 with a fault in it:

```lean
import Mathlib

open Real

namespace HasSumBondOrderSq

/-- Bond order between two sites at distance `d` when the Bloch orbitals with wavenumbers
from `-kF` to `kF` are doubly occupied. -/
noncomputable def bondOrder (kF : ℝ) (d : ℤ) : ℝ :=
  (1 / π) * ∫ k in (-kF)..kF, Real.cos (k * d)

/-- The bond order at distance zero, the number of electrons per site, is `2 kF / π`. -/
theorem bondOrder_zero (kF : ℝ) : bondOrder kF 0 = 2 * kF / π := by
  simp only [bondOrder, Int.cast_zero, mul_zero, Real.cos_zero,
    intervalIntegral.integral_const, smul_eq_mul]
  ring

/-- The bond order is the same to the left and to the right. -/
theorem bondOrder_neg (kF : ℝ) (d : ℤ) : bondOrder kF (-d) = bondOrder kF d := by
  simp only [bondOrder, Int.cast_neg, mul_neg, Real.cos_neg]

/-- At nonzero distance `d` the bond order is `2 sin(kF d) / (π d)`. -/
theorem bondOrder_eq (kF : ℝ) {d : ℤ} (hd : d ≠ 0) :
    bondOrder kF d = 2 * Real.sin (kF * d) / (π * d) := by
  have hd' : (d : ℝ) ≠ 0 := Int.cast_ne_zero.mpr hd
  unfold bondOrder
  rw [intervalIntegral.integral_comp_mul_right Real.cos hd', integral_cos, neg_mul,
    Real.sin_neg, smul_eq_mul]
  ring

/-- For `kF` between `0` and `π`, the sum of `sin²(kF n) / n²` over `n = 1, 2, 3, …`
is `kF (π - kF) / 2`. -/
theorem hasSum_sin_sq {kF : ℝ} (h0 : 0 ≤ kF) (hπ : kF ≤ π) :
    HasSum (fun n : ℕ => (Real.sin (kF * (n + 1)) / (n + 1)) ^ 2) (kF * (π - kF) / 2) := by
  have hpi : π ≠ 0 := Real.pi_ne_zero
  have b2 : _root_.bernoulli 2 = 1 / 6 :=
    (bernoulli_eq_bernoulli'_of_ne_one (by norm_num)).trans (by norm_num [bernoulli'_two])
  -- the second Bernoulli polynomial
  have B : ∀ x : ℝ, (Polynomial.map (algebraMap ℚ ℝ) (Polynomial.bernoulli 2)).eval x
      = x ^ 2 - x + 1 / 6 := by
    intro x
    simp only [Polynomial.bernoulli, Finset.sum_range_succ, Finset.sum_range_zero, zero_add,
      Polynomial.map_add, Polynomial.map_monomial, Polynomial.eval_add,
      Polynomial.eval_monomial, bernoulli_zero, bernoulli_one, b2]
    norm_num [Nat.choose]
    ring
  -- its Fourier series
  have F : ∀ x ∈ Set.Icc (0 : ℝ) 1,
      HasSum (fun n : ℕ => 1 / (n : ℝ) ^ 2 * Real.cos (2 * π * n * x))
        (π ^ 2 * (x ^ 2 - x + 1 / 6)) := by
    intro x hx
    have h := hasSum_one_div_nat_pow_mul_cos (k := 1) one_ne_zero hx
    simp only [mul_one] at h
    rw [B] at h
    convert h using 1
    simp only [Nat.factorial_two]
    push_cast
    ring
  have h := (F 0 ⟨le_refl 0, zero_le_one⟩).sub
    (F (kF / π) ⟨div_nonneg h0 Real.pi_pos.le, (div_le_one Real.pi_pos).mpr hπ⟩)
  -- halve the difference and drop the vanishing term n = 0
  have h' := (hasSum_nat_add_iff' 1).mpr (h.mul_left (1 / 2))
  have h'' : HasSum (_ : ℕ → ℝ) (_ : ℝ) := h'
  convert h'' using 1
  · funext n
    have e : 2 * π * ((n + 1 : ℕ) : ℝ) * (kF / π) = 2 * (kF * (n + 1)) := by
      have hq : kF / π * π = kF := div_mul_cancel₀ _ hpi
      push_cast
      linear_combination (2 * ((n : ℝ) + 1)) * hq
    simp only [e, mul_zero, Real.cos_zero, Real.cos_two_mul, div_pow, Real.sin_sq]
    push_cast
    ring
  · simp only [Finset.sum_range_one, Nat.cast_zero, mul_zero, zero_mul, sub_self, sub_zero]
    field_simp
    ring

/-- For `kF` between `0` and `π`, the squared bond orders from one site to all sites,
itself included, sum to twice its electron number. -/
theorem hasSum_bondOrder_sq {kF : ℝ} (h0 : 0 ≤ kF) (hπ : kF ≤ π) :
    HasSum (fun d : ℤ => bondOrder kF d ^ 2) (2 * bondOrder kF 0) := by
  have hpi : π ≠ 0 := Real.pi_ne_zero
  have hp : HasSum (fun n : ℕ => bondOrder kF ((n : ℤ) + 1) ^ 2)
      (4 / π ^ 2 * (kF * (π - kF) / 2)) := by
    have h := (hasSum_sin_sq h0 hπ).mul_left (4 / π ^ 2)
    have h' : HasSum (_ : ℕ → ℝ) (_ : ℝ) := h
    convert h' using 1
    funext n
    rw [bondOrder_eq kF (by omega)]
    push_cast
    ring
  have hn : HasSum (fun n : ℕ => bondOrder kF (-((n : ℤ) + 1)) ^ 2)
      (4 / π ^ 2 * (kF * (π - kF) / 2)) := by
    simpa only [bondOrder_neg] using hp
  -- right neighbours, the site itself, left neighbours
  convert HasSum.of_add_one_of_neg_add_one (f := fun d : ℤ => bondOrder kF d ^ 2) hp hn using 1
  simp only [bondOrder_zero]
  field_simp
  ring

end HasSumBondOrderSq
```

Compiling this gives:

```
Try this:
  [apply] ring_nf
  
  The `ring` tactic failed to close the goal. Use `ring_nf` to obtain a normal form.
    
  Note that `ring` works primarily in *commutative* rings. If you have a noncommutative ring, abelian group or module, consider using `noncomm_ring`, `abel` or `module` instead.
Main.lean:83:43: error: unsolved goals
kF : ℝ
h0 : 0 ≤ kF
hπ : kF ≤ π
hpi : π ≠ 0
h : HasSum (fun i => 4 / π ^ 2 * (sin (kF * (↑i + 1)) / (↑i + 1)) ^ 2) (4 / π ^ 2 * (kF * (π - kF) / 2))
h' : HasSum (fun i => 4 / π ^ 2 * (sin (kF * (↑i + 1)) / (↑i + 1)) ^ 2) (4 / π ^ 2 * (kF * (π - kF) / 2))
n : ℕ
⊢ sin (kF + kF * ↑n) ^ 2 * (↑n * π + π)⁻¹ ^ 2 * 4 = sin (kF + kF * ↑n) ^ 2 * π⁻¹ ^ 2 * (1 + ↑n)⁻¹ ^ 2 * 4
```

Fix (accepted with no message):

```diff
@@ -88,4 +88,5 @@
     rw [bondOrder_eq kF (by omega)]
     push_cast
+    rw [mul_div_mul_comm]
     ring
   have hn : HasSum (fun n : ℕ => bondOrder kF (-((n : ℤ) + 1)) ^ 2)
```

What went wrong. The error is in `hp`, the sum over the sites on the right, where the terms of two series have to be shown equal. The first message says that `ring` did not close this goal, and the second shows what was left of it.

The two sides are equal, but their denominators are grouped differently. On the left, π(n + 1) stands under a single division, and `ring` multiplies it out to nπ + π before inverting. It does not split the inverse of such a sum into factors, so `(↑n * π + π)⁻¹` remains. On the right, π and n + 1 are divided by separately, which gives `π⁻¹` and `(1 + ↑n)⁻¹`. `ring` doesn't see that the first inverse is the product of the other two.

The added `rw [mul_div_mul_comm]` turns the quotient of products on the left into a product of quotients, 2/π times sin(kF(n + 1))/(n + 1), before `ring` runs. Now both sides contain the same two inverses, and squaring and reordering, which `ring` can do, are enough.
